# At a stationary point, the Hessian of a rotation-invariant energy annihilates the symmetry direction

Let $E:\mathbb R^n\to\mathbb R$ be twice continuously differentiable, let $X$ be a fixed real $n\times n$ matrix, and suppose $E(e^{tX}y)=E(y)$ for all real $t$ and all $y$. If the gradient of $E$ vanishes at $x$, then the Hessian $H$ of $E$ at $x$ satisfies
$$H\,Xx=0 .$$
If also $Xx\neq0$, then $\det H=0$. For spin, this means that when the energy function is unchanged by every spin rotation about some axis, a stationary state whose parameters change under these rotations has a flat direction in its response Hessian, provided that the rotation acts linearly on finitely many real wavefunction parameters.

## Finitely many real parameters, rotated linearly

The vector $y$ holds the wavefunction parameters, and $X$ generates the rotation. With configuration coefficients in a standard real spin basis, $X$ can be the matrix of $-iS_y$, which is real. Complex coefficients can be split into real and imaginary parts.

```lean
import Mathlib

open Matrix

namespace SpinRotationZeroMode

noncomputable section

variable {n : Type*} [Fintype n] [DecidableEq n]
```

Invariance is stated for finite rotations, with `*ᵥ` denoting a matrix applied to a vector:

```lean
/-- The energy `E` is unchanged by every finite rotation `exp(tX)` of the parameters. -/
def RotationInvariant (E : (n → ℝ) → ℝ) (X : Matrix n n ℝ) : Prop :=
  ∀ (t : ℝ) (y : n → ℝ), E (NormedSpace.exp (t • X) *ᵥ y) = E y
```

Nothing requires $X$ to be antisymmetric, so "rotation" here covers any one-parameter group $e^{tX}$.

Write $e_i$ for the coordinate directions and $\partial_i$ for the derivative along $e_i$. The gradient has components $g_i=\partial_iE$, and the Hessian is $H_{ij}=\partial_i\partial_jE$, without a factor of one half.

```lean
/-- The energy gradient: the derivatives of `E` at `x` along the coordinate directions,
for `E` differentiable at `x`. -/
def gradient (E : (n → ℝ) → ℝ) (x : n → ℝ) : n → ℝ :=
  fun i => fderiv ℝ E x (Pi.single i 1)

/-- The response Hessian: the matrix of second derivatives of `E` at `x`,
for `E` twice differentiable at `x`. -/
def hessian (E : (n → ℝ) → ℝ) (x : n → ℝ) : Matrix n n ℝ :=
  fun i j => fderiv ℝ (fderiv ℝ E) x (Pi.single i 1) (Pi.single j 1)
```

In Lean, `fderiv ℝ E x` is the derivative of $E$ at $x$ as a linear functional on directions. The next lemma turns such a functional into components, $f(w)=\sum_j f(e_j)\,w_j$, by expanding $w$ in the coordinate directions.

```lean
/-- A linear functional is the sum of its values on the coordinate directions, weighted by
the components of the vector. -/
theorem functional_eq_sum (f : (n → ℝ) →L[ℝ] ℝ) (w : n → ℝ) :
    f w = ∑ j, f (Pi.single j 1) * w j := by
  have hw : w = ∑ j, w j • (Pi.single j (1 : ℝ) : n → ℝ) := by
    ext i
    simp [Finset.sum_apply, Pi.single_apply]
  conv_lhs => rw [hw]
  rw [map_sum]
  exact Finset.sum_congr rfl fun j _ => by rw [map_smul, smul_eq_mul, mul_comm]
```

Linearity enters the derivation through the matrix $X$ itself. If a truncated set of configurations is not closed under spin rotation, no such $X$ acts on its coefficients and the argument does not start. Orbital-rotation angles are not covered directly either, since a spin rotation generally acts on them nonlinearly. The energy must moreover be smooth on all of $\mathbb R^n$, which excludes a normalised expectation value that is singular at the zero vector.

A linear eigenvalue problem does fit. Let $K$ be a real symmetric Hamiltonian matrix that commutes with an antisymmetric $X$, let $Kc=\varepsilon c$, and hold $\varepsilon$ fixed in
$$L(y)=y^{\mathsf T}Ky-\varepsilon\,(y^{\mathsf T}y-1).$$
This function is smooth, invariant and stationary at $c$, and its Hessian is $2(K-\varepsilon)$. The result reads $(K-\varepsilon)Xc=0$: if $Xc\neq0$, it is another eigenvector with the same energy.

## Invariance under every finite rotation

Physically, the Hamiltonian has no term that distinguishes spin directions within the rotation generated by $X$. Spin–orbit coupling, or a magnetic field that is not along the rotation axis, generally destroys this.

By hand, invariance is first converted into a condition on first derivatives. Since $\frac{d}{dt}e^{tX}=Xe^{tX}$, the rotated vector $y(t)=e^{tX}y$ has velocity $Xy(t)$. The chain rule gives
$$\frac{d}{dt}E(y(t))=\sum_j \partial_jE(y(t))\,\bigl(Xy(t)\bigr)_j .$$
If $E$ is invariant, the left side is zero, and setting $t=0$ yields
$$\sum_j \partial_jE(y)\,(Xy)_j=0\qquad\text{for every }y. \tag{1}$$
Conversely, if (1) holds at every point, it holds at each $y(t)$. The energy then has zero slope along the whole orbit and keeps its initial value $E(y)$.

The velocity is established first, by composing the derivative of the matrix exponential with the linear map $M\mapsto My$:

```lean
/-- The rotated parameter vector `exp(tX) y` moves with velocity `X exp(tX) y`. -/
theorem hasDerivAt_orbit (X : Matrix n n ℝ) (y : n → ℝ) (t : ℝ) :
    HasDerivAt (fun s : ℝ => NormedSpace.exp (s • X) *ᵥ y)
      (X *ᵥ (NormedSpace.exp (t • X) *ᵥ y)) t := by
  let _ : NormedRing (Matrix n n ℝ) := Matrix.linftyOpNormedRing
  let _ : NormedAlgebra ℝ (Matrix n n ℝ) := Matrix.linftyOpNormedAlgebra
  -- applying a matrix to the fixed vector `y` is linear in the matrix
  let L : Matrix n n ℝ →ₗ[ℝ] (n → ℝ) :=
    { toFun := fun M => M *ᵥ y
      map_add' := fun A B => Matrix.add_mulVec A B y
      map_smul' := fun c A => by
        ext i
        simp [Matrix.mulVec, dotProduct, Finset.mul_sum, mul_assoc] }
  have h := (LinearMap.toContinuousLinearMap L).hasFDerivAt.comp_hasDerivAt t
    (hasDerivAt_exp_smul_const' X t)
  rw [Matrix.mulVec_mulVec]
  exact h
```

The equivalence follows. Inside it, `key` is the chain rule above. The forward direction compares two derivatives of the same constant function at $t=0$; the backward direction uses the fact that a function with zero derivative everywhere is constant.

```lean
/-- A differentiable energy is invariant under all finite rotations exactly when, at every
point `y`, its derivative along `X y` vanishes. -/
theorem rotationInvariant_iff {E : (n → ℝ) → ℝ} (hE : Differentiable ℝ E)
    (X : Matrix n n ℝ) :
    RotationInvariant E X ↔ ∀ y, fderiv ℝ E y (X *ᵥ y) = 0 := by
  have key : ∀ (y : n → ℝ) (t : ℝ),
      HasDerivAt (fun s : ℝ => E (NormedSpace.exp (s • X) *ᵥ y))
        (fderiv ℝ E (NormedSpace.exp (t • X) *ᵥ y)
          (X *ᵥ (NormedSpace.exp (t • X) *ᵥ y))) t := fun y t =>
    (hE _).hasFDerivAt.comp_hasDerivAt t (hasDerivAt_orbit X y t)
  constructor
  · intro h y
    -- the energy is constant along the orbit, so its slope at `t = 0` is zero
    have h0 := key y 0
    have hc : (fun s : ℝ => E (NormedSpace.exp (s • X) *ᵥ y)) = fun _ => E y :=
      funext fun s => h s y
    rw [hc] at h0
    have h1 := h0.unique (hasDerivAt_const (0 : ℝ) (E y))
    rwa [zero_smul, NormedSpace.exp_zero, Matrix.one_mulVec] at h1
  · intro h t y
    -- zero slope everywhere on the orbit makes the energy constant
    have h1 := is_const_of_deriv_eq_zero (fun s => (key y s).differentiableAt)
      (fun s => (key y s).deriv.trans (h _)) t 0
    simpa only [zero_smul, NormedSpace.exp_zero, Matrix.one_mulVec] using h1
```

Invariance under a single finite angle can be too weak. The energy $(a^2+b^2-1)^2+a^2b^2$ is unchanged by a quarter turn of the plane and is stationary at $(1,0)$, but its Hessian there is $\mathrm{diag}(8,2)$, which has no zero mode.

## Two continuous derivatives

Smoothness allows (1) to be differentiated once more. Taking $\partial_i$ at $y=x$, the product rule gives
$$\sum_j \partial_i\partial_jE(x)\,(Xx)_j+\sum_j \partial_jE(x)\,X_{ji}=0,$$
because $\partial_i(Xy)_j=X_{ji}$. In matrix form,
$$H\,Xx=-X^{\mathsf T}g , \tag{2}$$
with $H$ and $g$ both taken at $x$. This holds at every point, stationary or not. The order of the two derivatives is never exchanged, so the symmetry of $H$ plays no part.

The proof takes the same route. In it, `h1` is the product rule for a functional that depends on $y$ applied to a vector that depends on $y$, `hz` is identity (1), and `h2` says that the derivative must therefore vanish. Evaluating on $e_i$ gives `h3`, which is the component equation above; `h4` and `h5` identify its two terms with the entries of $H\,Xx$ and $X^{\mathsf T}g$.

```lean
/-- For a twice continuously differentiable invariant energy, the Hessian applied to `X x`
equals minus the transposed generator applied to the gradient, at every point `x`. -/
theorem hessian_mulVec_generator {E : (n → ℝ) → ℝ} (hE : ContDiff ℝ 2 E)
    {X : Matrix n n ℝ} (hX : RotationInvariant E X) (x : n → ℝ) :
    hessian E x *ᵥ (X *ᵥ x) = -(Xᵀ *ᵥ gradient E x) := by
  have hd : Differentiable ℝ E := hE.differentiable (by norm_num)
  have hd2 : Differentiable ℝ (fderiv ℝ E) :=
    (hE.fderiv_right (m := 1) (by norm_num)).differentiable (by norm_num)
  let A : (n → ℝ) →L[ℝ] (n → ℝ) := LinearMap.toContinuousLinearMap X.mulVecLin
  -- differentiate the identity `dE(y)(X y) = 0` with respect to `y`
  have h1 := (hd2 x).hasFDerivAt.clm_apply (A.hasFDerivAt (x := x))
  have hz : (fun y => fderiv ℝ E y (A y)) = fun _ => (0 : ℝ) :=
    funext fun y => (rotationInvariant_iff hd X).1 hX y
  rw [hz] at h1
  have h2 := h1.unique (hasFDerivAt_const (0 : ℝ) x)
  ext i
  have h3 : fderiv ℝ E x (X *ᵥ Pi.single i 1)
      + fderiv ℝ (fderiv ℝ E) x (Pi.single i 1) (X *ᵥ x) = 0 :=
    DFunLike.congr_fun h2 (Pi.single i 1)
  -- translate both terms into components
  have h4 : (hessian E x *ᵥ (X *ᵥ x)) i
      = fderiv ℝ (fderiv ℝ E) x (Pi.single i 1) (X *ᵥ x) :=
    (functional_eq_sum _ _).symm
  have h5 : (Xᵀ *ᵥ gradient E x) i = fderiv ℝ E x (X *ᵥ Pi.single i 1) := by
    rw [functional_eq_sum]
    simp [Matrix.mulVec, dotProduct, gradient, Pi.single_apply, mul_comm]
  rw [Pi.neg_apply, h4, h5]
  linarith
```

The argument needs only that $E$ and its derivative be differentiable, so the hypothesis `ContDiff ℝ 2 E` is slightly stronger than necessary. Some smoothness is essential to the meaning of the statement: an energy defined as the lowest root of an eigenvalue problem can have a kink where two roots cross, and there it has no Hessian. Lean's `fderiv` returns zero at such a point, which would make `gradient E x = 0` true for no physical reason; the smoothness hypothesis rules this out.

## Stationarity

A stationary point is a converged solution of the variational equations, whether minimum, saddle or maximum. It enters the derivation only at the end: with $g=0$, the right side of (2) vanishes. The proof is that substitution.

```lean
/-- At a stationary point `x` of a twice continuously differentiable invariant energy, the
response Hessian annihilates the symmetry direction `X x`. -/
theorem hessian_zero_mode {E : (n → ℝ) → ℝ} (hE : ContDiff ℝ 2 E)
    {X : Matrix n n ℝ} (hX : RotationInvariant E X) {x : n → ℝ}
    (hx : gradient E x = 0) :
    hessian E x *ᵥ (X *ᵥ x) = 0 := by
  rw [hessian_mulVec_generator hE hX x, hx, Matrix.mulVec_zero, neg_zero]
```

Away from stationarity, (2) gives the residual. For $E=(a^2+b^2-1)^2$ at $(r,0)$ with $r>0$, the direction $(0,1)$ is tangent to the orbit, and the curvature along it is $4(r^2-1)$. It is negative inside the unit circle, positive outside, and zero on the circle, where the energy is stationary. A small nonzero eigenvalue at a poorly converged solution can therefore be a symmetry mode that has not yet settled at zero.

## A nonzero symmetry direction

The equation $H\,Xx=0$ is empty if $Xx=0$. For configuration coefficients, with $X$ the matrix of $-iS_y$, this happens when $S_y$ gives zero on the state: for every singlet, and also for a triplet with zero spin projection on the $y$ axis. If $Xx\neq0$, then $H$ sends a nonzero vector to zero and is singular; the proof passes this vector to Mathlib's criterion for a vanishing determinant.

```lean
/-- If, at a stationary point `x` of a twice continuously differentiable invariant energy,
the direction `X x` is nonzero, then the response Hessian is singular. -/
theorem det_hessian_eq_zero {E : (n → ℝ) → ℝ} (hE : ContDiff ℝ 2 E)
    {X : Matrix n n ℝ} (hX : RotationInvariant E X) {x : n → ℝ}
    (hx : gradient E x = 0) (hne : X *ᵥ x ≠ 0) :
    (hessian E x).det = 0 :=
  Matrix.exists_mulVec_eq_zero_iff.1 ⟨X *ᵥ x, hne, hessian_zero_mode hE hX hx⟩
```

Without the condition, the conclusion can fail. The energy $a^2+b^2$ is invariant under plane rotations and stationary at the origin, where $Xx=0$ and the Hessian is $2\cdot\mathbf 1$, with determinant 4.

A nonzero $Xx$ means that the parameters change, which need not mean that the physical state does. In a redundant parametrisation, the zero mode may only relabel the same state.

## An energy that meets every condition

The circular valley used above satisfies all the hypotheses together.

```lean
/-- A model energy in the plane, `(a² + b² - 1)²`. -/
def ringEnergy (z : Fin 2 → ℝ) : ℝ := (z 0 ^ 2 + z 1 ^ 2 - 1) ^ 2
```

For $z=(a,b)$ and a direction $v$, the chain rule gives the derivative $4(|z|^2-1)(z\cdot v)$. The Lean proof builds it from the derivatives of the two coordinates. Lean numbers the components 0 and 1.

```lean
/-- The derivative of the model energy at `z` along `v` is `4 (|z|² - 1) (z · v)`, with the
Euclidean length and scalar product. -/
theorem fderiv_ringEnergy (z v : Fin 2 → ℝ) :
    fderiv ℝ ringEnergy z v
      = 4 * (z 0 ^ 2 + z 1 ^ 2 - 1) * (z 0 * v 0 + z 1 * v 1) := by
  have h0 : HasFDerivAt (fun y : Fin 2 → ℝ => y 0)
      (ContinuousLinearMap.proj (R := ℝ) (φ := fun _ : Fin 2 => ℝ) 0) z :=
    hasFDerivAt_apply 0 z
  have h1 : HasFDerivAt (fun y : Fin 2 → ℝ => y 1)
      (ContinuousLinearMap.proj (R := ℝ) (φ := fun _ : Fin 2 => ℝ) 1) z :=
    hasFDerivAt_apply 1 z
  have h : HasFDerivAt ringEnergy _ z :=
    (((h0.pow 2).add (h1.pow 2)).sub_const 1).pow 2
  rw [h.fderiv]
  simp
  ring
```

The generator is
$$X=\begin{pmatrix}0&-1\\1&0\end{pmatrix},\qquad Xz=(-b,a).$$
Thus $z\cdot Xz=-ab+ba=0$, and the derivative along $Xz$ vanishes everywhere. The equivalence proved earlier converts this into invariance under all finite rotations, with no need to evaluate a matrix exponential. At $(1,0)$ the factor $|z|^2-1$ is zero, so the point is stationary, and $Xx=(0,1)$ is nonzero.

```lean
/-- The model energy `(a² + b² - 1)²`, the generator of plane rotations and the point `(1, 0)`
satisfy smoothness, invariance and stationarity, with a nonzero symmetry direction. -/
theorem ringEnergy_witness :
    ContDiff ℝ 2 ringEnergy ∧ RotationInvariant ringEnergy !![0, -1; 1, 0] ∧
      gradient ringEnergy ![1, 0] = 0 ∧
      (!![0, -1; 1, 0] : Matrix (Fin 2) (Fin 2) ℝ) *ᵥ ![1, 0] ≠ 0 := by
  have hc : ContDiff ℝ 2 ringEnergy := by
    unfold ringEnergy
    fun_prop
  refine ⟨hc, ?_, ?_, ?_⟩
  · rw [rotationInvariant_iff (hc.differentiable (by norm_num))]
    intro y
    rw [fderiv_ringEnergy]
    simp [Matrix.mulVec, dotProduct, Fin.sum_univ_succ]
    right
    ring
  · ext i
    simp [gradient, fderiv_ringEnergy]
  · intro h
    have h1 := congrFun h 1
    simp [Matrix.mulVec, dotProduct, Fin.sum_univ_succ] at h1

end

end SpinRotationZeroMode
```

```lean
#print axioms SpinRotationZeroMode.hessian_zero_mode
#print axioms SpinRotationZeroMode.det_hessian_eq_zero
```

```
'SpinRotationZeroMode.hessian_zero_mode' depends on axioms: [propext, Classical.choice, Quot.sound]
'SpinRotationZeroMode.det_hessian_eq_zero' depends on axioms: [propext, Classical.choice, Quot.sound]
```

By hand, the Hessian at $(1,0)$ is $\mathrm{diag}(8,0)$: stiff across the valley and flat along it.

## The zero mode in a response code

A program that can multiply the Hessian into a vector can test (2) without building $H$. Form $v=Xx$, compute $Hv$, and evaluate
$$r=Hv+X^{\mathsf T}g .$$
For an energy that meets the hypotheses, $r$ should vanish up to numerical error at any parameter vector, so the test does not have to wait for convergence. A large $r$ points to an inconsistency between energy, gradient, Hessian and generator, or to an energy that is not invariant.

At convergence $\|Hv\|$ should be small, and (2) sets the scale: it is at most $\|X\|\,\|g\|$ in the Euclidean norm and its operator norm. The threshold for accepting a zero mode should therefore follow the gradient threshold.

The same vector matters when linear equations with $H$ are solved at a stationary point, as in a static response calculation. If $v\neq0$ there, a solution exists only when the right-hand side is orthogonal to $v$, because $H$ is symmetric, and any solution remains a solution after a multiple of $v$ is added. A code can fix this freedom by requiring the solution to be orthogonal to $v$; further independent zero modes, for instance from other spin axes, need the same treatment.
